# With $h$ and a negative definite $V$ held fixed, adding independent orbitals to the compressed exchange raises no energy level

**Q.** In a hybrid-functional calculation I apply the exchange operator $V$ to a chosen set of orbitals, build the compressed operator from the results, and diagonalise the Hamiltonian with it. When I want conduction levels, I add virtual orbitals to the set. I expect the levels to move down towards those of the full $V$. Does the formal statement say that, or something tidier?

**A.** It says that for one fixed $V$ and one fixed remainder $h$ of the Hamiltonian, in a finite orthonormal basis. With $V$ negative definite and the levels numbered in order of energy, none goes up when the span grows, and none falls below its counterpart with the full $V$. The size of the remaining difference is left open.

In Lean 4 with Mathlib:

```lean
import Mathlib

open Matrix
open scoped ComplexOrder MatrixOrder

namespace CompressedExchangeMonotone

noncomputable section

variable {n a b : Type*} [Fintype n] [Fintype a] [DecidableEq a]
  [Fintype b] [DecidableEq b]
  {h V : Matrix n n ℂ} {A : Matrix n a ℂ} {B : Matrix n b ℂ} {C : Matrix b a ℂ}
```

Here `V` and `h` are complex square matrices over the basis labels `n`. Orbitals are the columns of `A` and `B`, labelled by `a` and `b`.

**Q.** And the compressed operator is the usual one?

**A.** Yes. For an orbital matrix $X$, write $M_X = X^*VX$ and
$$P_X = X M_X^{-1} X^* V,\qquad V_X = V P_X = VX M_X^{-1}X^*V .$$
The code calls these `aceProj V X` and `ace V X`. The orbitals need not be orthonormal.

```lean
/-- The map `X (X* V X)⁻¹ X* V` onto the span of the orbitals `X`, for `X* V X` invertible. -/
def aceProj (V : Matrix n n ℂ) (X : Matrix n a ℂ) : Matrix n n ℂ :=
  X * (Xᴴ * V * X)⁻¹ * Xᴴ * V

/-- The adaptively compressed exchange operator `V X (X* V X)⁻¹ X* V` built from the
orbitals `X`, for `X* V X` invertible. -/
def ace (V : Matrix n n ℂ) (X : Matrix n a ℂ) : Matrix n n ℂ :=
  V * aceProj V X
```

**Q.** You need $M_X$ to be invertible. What guarantees it?

**A.** Two hypotheses. `(-V).PosDef` says that $V$ is Hermitian and $-V$ positive definite. `Function.Injective A.mulVec` says that $Ac$ determines $c$, so the columns are independent. For $c\neq0$ we then have $c^*(-M_X)c=(Xc)^*(-V)(Xc)>0$.

Definiteness is assumed, not derived from an integral. For Fock exchange, $-\langle f|V|f\rangle$ is a sum of Coulomb repulsion integrals, each of a pair density between $f$ and an occupied orbital with itself (twice its electrostatic self-energy). The hypothesis says that this sum vanishes for no nonzero $f$ in the span of the basis.

```lean
omit [Fintype n] in
/-- A negative definite exchange operator is Hermitian. -/
theorem exchange_isHermitian (hV : (-V).PosDef) : V.IsHermitian := by
  simpa using hV.isHermitian.neg
```

Since $V$ and $M_X$ are Hermitian, taking the adjoint of $V_X$ reverses the factors and returns $V_X$. In terms of $P_X$ this reads $P_X^*V=VP_X$.

```lean
/-- The compression of a negative definite exchange operator is Hermitian. -/
theorem ace_isHermitian (hV : (-V).PosDef) (X : Matrix n a ℂ) : (ace V X).IsHermitian := by
  have h := (exchange_isHermitian hV).eq
  unfold Matrix.IsHermitian
  simp only [ace, aceProj, conjTranspose_mul, conjTranspose_nonsing_inv,
    conjTranspose_conjTranspose, h, Matrix.mul_assoc]
```

**Q.** Where does it enter that the old orbitals are still there after I add new ones?

**A.** In `hC : A = B * C`. Each column of $A$ is a combination of columns of $B$, so the span of $A$ lies in that of $B$. A larger but unrelated set does not qualify. Now
$$P_BB = BM_B^{-1}(B^*VB)=B,\qquad P_BA=P_BBC=A,\qquad P_BP_A=P_A .$$
The lemma below proves these in that order, as `hBB`, `hfix` and the final `calc`. Taking $B=A$ gives $P_AA=A$, hence $V_AA=VA$: on its own orbitals the compression acts exactly as $V$ does.

```lean
/-- For negative definite `V` and independent orbitals `B`, the map `aceProj V B` leaves
unchanged all combinations `A = B C` of these orbitals, and so absorbs `aceProj V A`. -/
theorem aceProj_absorb (hV : (-V).PosDef) (hB : Function.Injective B.mulVec)
    (hC : A = B * C) :
    aceProj V B * A = A ∧ aceProj V B * aceProj V A = aceProj V A := by
  have hM := (hV.conjTranspose_mul_mul_same hB).isUnit
  have hneg : Bᴴ * (-V) * B = -(Bᴴ * V * B) := by
    rw [Matrix.mul_neg, Matrix.neg_mul]
  rw [hneg, IsUnit.neg_iff, Matrix.isUnit_iff_isUnit_det] at hM
  have hBB : aceProj V B * B = B := by
    calc aceProj V B * B = B * ((Bᴴ * V * B)⁻¹ * (Bᴴ * V * B)) := by
          simp only [aceProj, Matrix.mul_assoc]
      _ = B := by rw [Matrix.nonsing_inv_mul _ hM, Matrix.mul_one]
  have hfix : aceProj V B * A = A := by rw [hC, ← Matrix.mul_assoc, hBB]
  refine ⟨hfix, ?_⟩
  calc aceProj V B * aceProj V A
      = (aceProj V B * A) * ((Aᴴ * V * A)⁻¹ * Aᴴ * V) := by
        simp only [aceProj, Matrix.mul_assoc]
    _ = aceProj V A := by
        rw [hfix]
        simp only [aceProj, Matrix.mul_assoc]
```

**Q.** That gives agreement on a subspace. I want an inequality on every state.

**A.** Put $D=P_B-P_A$. We have $P_A^2=P_A$, $P_B^2=P_B$ and $P_BP_A=P_A$. The remaining product comes from the adjoint:
$$VP_AP_B=P_A^*VP_B=P_A^*P_B^*V=(P_BP_A)^*V=P_A^*V=VP_A .$$
Therefore
$$\begin{aligned}D^*VD&=VP_BP_B-VP_BP_A-VP_AP_B+VP_AP_A\\&=VP_B-VP_A-VP_A+VP_A=V_B-V_A,\end{aligned}$$
that is, $V_A-V_B=D^*(-V)D$.

In the code, `sA` and `sB` move adjoints through $V$, and `pAA`, `pBB`, `pBA` and `pAB` are the four products. `noncomm_ring` expands the bracket, the rewrites insert the products, and `abel` collects terms.

```lean
/-- For negative definite `V` and independent orbitals `A = B C` in the span of independent orbitals
`B`, `ace V A - ace V B` equals `D* (-V) D` with `D = aceProj V B - aceProj V A`. -/
theorem ace_sub_ace (hV : (-V).PosDef) (hA : Function.Injective A.mulVec)
    (hB : Function.Injective B.mulVec) (hC : A = B * C) :
    ace V A - ace V B =
      (aceProj V B - aceProj V A)ᴴ * (-V) * (aceProj V B - aceProj V A) := by
  classical
  have sA : (aceProj V A)ᴴ * V = V * aceProj V A := by
    have h := (ace_isHermitian hV A).eq
    rwa [ace, conjTranspose_mul, (exchange_isHermitian hV).eq] at h
  have sB : (aceProj V B)ᴴ * V = V * aceProj V B := by
    have h := (ace_isHermitian hV B).eq
    rwa [ace, conjTranspose_mul, (exchange_isHermitian hV).eq] at h
  have pAA := (aceProj_absorb hV hA (Matrix.mul_one A).symm).2
  have pBB := (aceProj_absorb hV hB (Matrix.mul_one B).symm).2
  have pBA := (aceProj_absorb hV hB hC).2
  -- the adjoint of `pBA`, moved through `V`
  have pAB : V * aceProj V A * aceProj V B = V * aceProj V A := by
    rw [← sA, Matrix.mul_assoc, ← sB, ← Matrix.mul_assoc, ← conjTranspose_mul, pBA]
  unfold ace
  generalize aceProj V A = P at *
  generalize aceProj V B = Q at *
  have e : (Qᴴ - Pᴴ) * (-V) * (Q - P) =
      -(Qᴴ * V * Q - Qᴴ * V * P - Pᴴ * V * Q + Pᴴ * V * P) := by noncomm_ring
  rw [conjTranspose_sub, e, sA, sB, pAB, Matrix.mul_assoc V Q Q, pBB,
    Matrix.mul_assoc V Q P, pBA, Matrix.mul_assoc V P P, pAA]
  abel
```

For any state $x$, $x^*D^*(-V)Dx=(Dx)^*(-V)(Dx)\ge0$. The sign `≤` between matrices is the Loewner order: $P\le Q$ means that $Q-P$ is positive semidefinite, so no state has a larger expectation value of $P$ than of $Q$.

```lean
/-- Enlarging the span of independent orbitals from `A = B C` to `B` lowers the compression of
a negative definite exchange operator in the Loewner order. -/
theorem ace_antitone (hV : (-V).PosDef) (hA : Function.Injective A.mulVec)
    (hB : Function.Injective B.mulVec) (hC : A = B * C) : ace V B ≤ ace V A := by
  rw [Matrix.le_iff, ace_sub_ace hV hA hB hC]
  exact hV.posSemidef.conjTranspose_mul_mul_same _
```

**Q.** So far you compare two approximations. Where is the full operator?

**A.** It is the compression on the complete basis. With $X=1$, $P_1=1$ and $V_1=V$, so enlarging $B$ to the identity gives $V\le V_B$. At the other end, an orbital matrix with no columns gives the zero operator, and enlarging it to $A$ gives $V_A\le0$. The code uses `1` and a zero matrix with columns labelled by `Empty`. Altogether,
$$V\le V_B\le V_A\le0 .$$

```lean
variable [DecidableEq n]

/-- For negative definite `V` and independent orbitals `A = B C` in the span of independent
orbitals `B`, the exchange operators are ordered as `V ≤ V_B ≤ V_A ≤ 0`. -/
theorem ace_chain (hV : (-V).PosDef) (hA : Function.Injective A.mulVec)
    (hB : Function.Injective B.mulVec) (hC : A = B * C) :
    V ≤ ace V B ∧ ace V B ≤ ace V A ∧ ace V A ≤ 0 := by
  refine ⟨?_, ace_antitone hV hA hB hC, ?_⟩
  · -- compression on the complete basis is exact
    have h1 : Function.Injective (1 : Matrix n n ℂ).mulVec := fun x y h => by
      simpa only [Matrix.one_mulVec] using h
    have h := ace_antitone hV hB h1 (Matrix.one_mul B).symm
    have hfix := (aceProj_absorb hV h1 (Matrix.mul_one (1 : Matrix n n ℂ)).symm).1
    rw [Matrix.mul_one] at hfix
    rwa [ace, hfix, Matrix.mul_one] at h
  · -- compression on no orbitals at all vanishes
    have h0 : Function.Injective (0 : Matrix n Empty ℂ).mulVec :=
      Function.injective_of_subsingleton _
    have h := ace_antitone hV h0 hA (Matrix.mul_zero A).symm
    simpa [ace, aceProj] using h
```

**Q.** Operators are not levels. The eigenvectors change when I change the compression.

**A.** They do, so the comparison must not follow individual eigenvectors. Let $S$ and $T$ be symmetric operators on an $N$-dimensional space with $\langle x,Sx\rangle\le\langle x,Tx\rangle$ for all $x$. Number their eigenvalues $\lambda_k(S)$ and $\lambda_k(T)$ from $k=0$ in decreasing order, which is Mathlib's convention, so $k=0$ is the highest level.

Fix $k$ and require $x$ to be orthogonal to the eigenvectors of $S$ with index above $k$ and to those of $T$ with index below $k$. These are $N-1$ linear conditions in $N$ dimensions, so some $x\neq0$ meets them. Expanding in eigenvectors $u_i$ of $S$ gives
$$\langle x,Sx\rangle=\sum_i\lambda_i(S)\,|\langle u_i,x\rangle|^2\ge\lambda_k(S)\|x\|^2,$$
because only $i\le k$ contributes. Likewise only $i\ge k$ contributes for $T$, so $\langle x,Tx\rangle\le\lambda_k(T)\|x\|^2$. Dividing by $\|x\|^2$ turns both into normalised expectation values:
$$\lambda_k(S)\le\frac{\langle x,Sx\rangle}{\|x\|^2}\le\frac{\langle x,Tx\rangle}{\|x\|^2}\le\lambda_k(T).$$

In the proof, `form` is the expansion, the map `f` collects the $N-1$ conditions, and a dimension count gives it a nonzero kernel. `lower` and `upper` are the two bounds.

```lean
/-- On a finite-dimensional complex inner product space, if no state has a larger expectation value
of the symmetric operator `S` than of the symmetric operator `T`, then each ordered eigenvalue of
`S` is at most that of `T`. -/
theorem eigenvalues_mono {E : Type*} [NormedAddCommGroup E] [InnerProductSpace ℂ E]
    [FiniteDimensional ℂ E] {S T : E →ₗ[ℂ] E} (hS : S.IsSymmetric) (hT : T.IsSymmetric)
    {N : ℕ} (hN : Module.finrank ℂ E = N)
    (h : ∀ x, (inner ℂ x (S x)).re ≤ (inner ℂ x (T x)).re) (k : Fin N) :
    hS.eigenvalues hN k ≤ hT.eigenvalues hN k := by
  -- expectation values as weighted sums of eigenvalues
  have form : ∀ {R : E →ₗ[ℂ] E} (hR : R.IsSymmetric) (x : E), (inner ℂ x (R x)).re =
      ∑ i, hR.eigenvalues hN i * ‖inner ℂ (hR.eigenvectorBasis hN i) x‖ ^ 2 := by
    intro R hR x
    rw [← (hR.eigenvectorBasis hN).sum_inner_mul_inner x (R x), Complex.re_sum]
    refine Finset.sum_congr rfl fun i _ => ?_
    rw [← hR (hR.eigenvectorBasis hN i) x, hR.apply_eigenvectorBasis hN i, inner_smul_left,
      ← inner_conj_symm x (hR.eigenvectorBasis hN i), Complex.sq_norm, Complex.normSq_apply]
    generalize inner ℂ (hR.eigenvectorBasis hN i) x = z
    simp
    ring
  -- a nonzero state without `S`-components after `k` and `T`-components before `k`
  let f : E →ₗ[ℂ] ({i : Fin N // i ≠ k} → ℂ) := LinearMap.pi fun i =>
    (innerSL ℂ (if k < i.1 then hS.eigenvectorBasis hN i.1
      else hT.eigenvectorBasis hN i.1)).toLinearMap
  have hf : LinearMap.ker f ≠ ⊥ := by
    apply LinearMap.ker_ne_bot_of_finrank_lt
    rw [Module.finrank_fintype_fun_eq_card, hN]
    simpa using Fintype.card_subtype_lt (p := fun i : Fin N => i ≠ k) (x := k) (by simp)
  obtain ⟨x, hx, hx0⟩ := Submodule.exists_mem_ne_zero_of_ne_bot hf
  have hz : ∀ i, i ≠ k → inner ℂ (if k < i then hS.eigenvectorBasis hN i
      else hT.eigenvectorBasis hN i) x = 0 := fun i hi =>
    congrFun (LinearMap.mem_ker.1 hx) ⟨i, hi⟩
  have lower : hS.eigenvalues hN k * ‖x‖ ^ 2 ≤ (inner ℂ x (S x)).re := by
    rw [form hS, ← (hS.eigenvectorBasis hN).sum_sq_norm_inner_right x, Finset.mul_sum]
    refine Finset.sum_le_sum fun i _ => ?_
    rcases lt_or_ge k i with hi | hi
    · have h0 := hz i hi.ne'
      rw [if_pos hi] at h0
      simp [h0]
    · exact mul_le_mul_of_nonneg_right (hS.eigenvalues_antitone hN hi) (by positivity)
  have upper : (inner ℂ x (T x)).re ≤ hT.eigenvalues hN k * ‖x‖ ^ 2 := by
    rw [form hT, ← (hT.eigenvectorBasis hN).sum_sq_norm_inner_right x, Finset.mul_sum]
    refine Finset.sum_le_sum fun i _ => ?_
    rcases lt_or_ge i k with hi | hi
    · have h0 := hz i hi.ne
      rw [if_neg (not_lt_of_ge hi.le)] at h0
      simp [h0]
    · exact mul_le_mul_of_nonneg_right (hT.eigenvalues_antitone hN hi) (by positivity)
  have hpos : 0 < ‖x‖ ^ 2 := by positivity
  exact le_of_mul_le_mul_right (lower.trans ((h x).trans upper)) hpos
```

**Q.** Does $h$ spoil the ordering?

**A.** No. It adds the same $\langle x,hx\rangle$ to both sides. It has to be Hermitian, but its sign is free. The next lemma translates matrix expectation values into inner products (`key`) and adds this common term.

```lean
/-- Adding the same Hermitian `h` to Hermitian operators `P ≤ Q` gives Hamiltonians whose
ordered energy levels satisfy the same inequality one by one. -/
theorem levels_mono {P Q : Matrix n n ℂ} (hh : h.IsHermitian) (hP : P.IsHermitian)
    (hQ : Q.IsHermitian) (hPQ : P ≤ Q) (k : Fin (Fintype.card n)) :
    (hh.add hP).eigenvalues₀ k ≤ (hh.add hQ).eigenvalues₀ k := by
  refine eigenvalues_mono (isSymmetric_toEuclideanLin_iff.2 (hh.add hP))
    (isSymmetric_toEuclideanLin_iff.2 (hh.add hQ)) finrank_euclideanSpace ?_ k
  intro x
  have key : ∀ M : Matrix n n ℂ, inner ℂ x (Matrix.toEuclideanLin M x) =
      star x.ofLp ⬝ᵥ M *ᵥ x.ofLp := fun M => by
    rw [EuclideanSpace.inner_eq_star_dotProduct, dotProduct_comm]
    rfl
  have h0 := (Complex.le_def.1 ((Matrix.le_iff.1 hPQ).dotProduct_mulVec_nonneg x.ofLp)).1
  rw [Matrix.sub_mulVec, dotProduct_sub, Complex.sub_re, Complex.zero_re] at h0
  rw [key, key, Matrix.add_mulVec, Matrix.add_mulVec, dotProduct_add, dotProduct_add,
    Complex.add_re, Complex.add_re]
  linarith
```

The last theorem applies it twice, to $V\le V_B$ and to $V_B\le V_A$:
$$\lambda_k(h+V)\le\lambda_k(h+V_B)\le\lambda_k(h+V_A)\quad\text{for every }k .$$

```lean
/-- For Hermitian `h`, negative definite `V` and independent orbitals `A = B C` in the span of
independent orbitals `B`, each ordered level of `h + V_B` lies between the corresponding levels
of `h + V` and `h + V_A`. -/
theorem ace_levels (hh : h.IsHermitian) (hV : (-V).PosDef)
    (hA : Function.Injective A.mulVec) (hB : Function.Injective B.mulVec) (hC : A = B * C)
    (k : Fin (Fintype.card n)) :
    (hh.add (exchange_isHermitian hV)).eigenvalues₀ k ≤
        (hh.add (ace_isHermitian hV B)).eigenvalues₀ k ∧
      (hh.add (ace_isHermitian hV B)).eigenvalues₀ k ≤
        (hh.add (ace_isHermitian hV A)).eigenvalues₀ k :=
  ⟨levels_mono hh (exchange_isHermitian hV) (ace_isHermitian hV B)
      (ace_chain hV hA hB hC).1 k,
    levels_mono hh (ace_isHermitian hV B) (ace_isHermitian hV A)
      (ace_chain hV hA hB hC).2.1 k⟩

end

end CompressedExchangeMonotone
```

```lean
#print axioms CompressedExchangeMonotone.ace_levels
```

```
'CompressedExchangeMonotone.ace_levels' depends on axioms: [propext, Classical.choice, Quot.sound]
```

**Q.** Show me numbers.

**A.** Take three basis states, in arbitrary energy units, with
$$V=\begin{pmatrix}-2&-1&0\\-1&-2&0\\0&0&-1\end{pmatrix},\qquad h=\begin{pmatrix}\tfrac32&0&0\\0&0&0\\0&0&3\end{pmatrix}.$$
The eigenvalues of $V$ are $-1,-1,-3$, so it is negative definite. Let $A$ hold the first basis state and $B$ the first two. Then $M_A=-2$ and
$$V_A=\begin{pmatrix}-2&-1&0\\-1&-\tfrac12&0\\0&0&0\end{pmatrix},\qquad V_B=\begin{pmatrix}-2&-1&0\\-1&-2&0\\0&0&0\end{pmatrix}.$$
The difference $V_A-V_B$ has the single nonzero entry $\tfrac32$, in the second diagonal place. The levels are:

| Operator | $k=0$ | $k=1$ | $k=2$ |
|---|---:|---:|---:|
| $h+V_A$ | $3$ | $\tfrac12$ | $-\tfrac32$ |
| $h+V_B$ | $3$ | $0$ | $-\tfrac52$ |
| $h+V$ | $2$ | $0$ | $-\tfrac52$ |

Adding the second state lowers two levels and leaves the top one where it was. "Lower" therefore means "not raise" for an individual level.

**Q.** The lowest level moved too. I thought this was about conduction states.

**A.** The theorem treats all levels alike and knows nothing of occupations. If the columns of $A$ are occupied eigenvectors of $h+V$, then $V_AA=VA$ keeps them as eigenvectors with the same energies. In the example, the first basis state is not an eigenvector of $h+V$.

**Q.** And in my self-consistent loop, where $V$ itself changes?

**A.** Then the two runs you compare may have different $V$ and $h$, and the inequality does not relate them. Use it within one step, with both operators frozen: there, in a finite orthonormal basis and with negative definite exchange, a rise of the $k$-th level in energy order when you enlarge the compression span points to a numerical or coding error. A level followed by its orbital character instead may rise legitimately.
